# Poissonian Kondo backscattering rates give an effective charge between 1 and 9/5, equal to 5/3 at equal squared amplitudes

To extract the relative strength of elastic and interaction-induced backscattering in a Kondo quantum dot, one divides the noise of the backscattered current by that current and converts the quotient into a ratio of squared amplitudes. The conversion is made for a particle-hole symmetric dot coupled equally to its two leads, at zero temperature, without a magnetic field and at a bias well below the Kondo scale, where the dot transmits almost perfectly and the remaining backscattering events are rare.

Such an event reverses either one electron charge or two. Let \(G_1\) and \(G_2\) be the rates of the two kinds. With an elastic amplitude \(a\), an interaction amplitude \(f\) and a common prefactor \(c>0\), they are taken to be
\[
G_1=c(a^2+f^2),\qquad G_2=2cf^2 .
\]
The prefactor holds the bias dependence and the remaining units. These rates, and the independence of the events, are assumed. Deriving them from the Kondo Hamiltonian, by expanding about its strong-coupling fixed point, is not attempted here.

```lean
import Mathlib

open Real

namespace KondoBackscatteringCharge

noncomputable section
```

## Counting one-charge and two-charge events

For independent Poissonian events the cumulant generating function per unit time is
\[
K(\chi)=G_1(e^{\chi}-1)+G_2(e^{2\chi}-1).
\]
The counting variable \(\chi\) is real here; many texts write \(i\chi\) in its place.

```lean
/-- Cumulant generating function per unit time for independent Poissonian backscattering
of one charge (rate `G1`) and of two charges (rate `G2`), with counting variable `χ`. -/
def cumulantGen (G1 G2 χ : ℝ) : ℝ :=
  G1 * (exp χ - 1) + G2 * (exp (2 * χ) - 1)
```

The mean current is \(K'(0)\), in units of the electron charge per unit time. The name `current` refers to the backscattered current, not to the total current through the dot.

```lean
/-- Mean backscattering current, the first cumulant, in units of the electron charge. -/
def current (G1 G2 : ℝ) : ℝ := deriv (cumulantGen G1 G2) 0
```

The zero-frequency noise is \(K''(0)\). In this convention single-charge Poissonian events have noise equal to current. If the noise is defined so that the Schottky value is \(2eI\), the quotient must be divided by \(2e\) instead of \(e\).

```lean
/-- Zero-frequency backscattering noise, the second cumulant, in units of the electron
charge squared. -/
def noise (G1 G2 : ℝ) : ℝ := deriv (deriv (cumulantGen G1 G2)) 0
```

The effective charge is noise over current. It is an average of the charge per event, with each event weighted by the charge it carries. Every event carries a whole number of electron charges, so a fractional value does not indicate a fractional carrier.

```lean
/-- Effective backscattered charge, the ratio of noise to current, in units of the electron
charge; it is meaningful when the current is nonzero. -/
def effectiveCharge (G1 G2 : ℝ) : ℝ := noise G1 G2 / current G1 G2
```

The Kondo rates now enter. The interaction contributes to both kinds of event, the elastic amplitude only to the first.

```lean
/-- Single-charge backscattering rate for elastic amplitude `a` and interaction
amplitude `f`. -/
def singleRate (c a f : ℝ) : ℝ := c * (a ^ 2 + f ^ 2)

/-- Double-charge backscattering rate, due to the interaction amplitude `f` alone. -/
def doubleRate (c f : ℝ) : ℝ := 2 * c * f ^ 2
```

Substituting them gives the charge as a function of \(c\), \(a\) and \(f\), all real numbers in Lean.

```lean
/-- Effective charge for the Kondo backscattering rates; it is physically meaningful for `c > 0`
with `a` and `f` not both zero. -/
def kondoCharge (c a f : ℝ) : ℝ := effectiveCharge (singleRate c a f) (doubleRate c f)
```

## Current and noise from two derivatives

Both derivatives of \(K\) have the same form, a sum of two exponentials, so one rule serves for both:
\[
\frac{d}{d\chi}\left(Ae^{\chi}+Be^{2\chi}\right)=Ae^{\chi}+2Be^{2\chi}.
\]
The chain rule supplies the factor 2.

```lean
/-- Derivative of a sum of a one-charge and a two-charge exponential in the counting
variable. -/
theorem hasDerivAt_exp_pair (A B χ : ℝ) :
    HasDerivAt (fun x : ℝ => A * exp x + B * exp (2 * x))
      (A * exp χ + 2 * B * exp (2 * χ)) χ := by
  have h2 : HasDerivAt (fun x : ℝ => exp (2 * x)) (exp (2 * χ) * 2) χ := by
    have h := ((hasDerivAt_id' χ).const_mul 2).exp
    simpa using h
  exact (((Real.hasDerivAt_exp χ).const_mul A).fun_add (h2.const_mul B)).congr_deriv
    (by ring)
```

Writing \(K\) as such a sum minus the constant \(G_1+G_2\) gives
\[
K'(\chi)=G_1e^{\chi}+2G_2e^{2\chi}.
\]

```lean
/-- The first derivative of the cumulant generating function weights each rate by the
charge transferred. -/
theorem hasDerivAt_cumulantGen (G1 G2 χ : ℝ) :
    HasDerivAt (cumulantGen G1 G2) (G1 * exp χ + 2 * G2 * exp (2 * χ)) χ := by
  have e : cumulantGen G1 G2 =
      fun x => (G1 * exp x + G2 * exp (2 * x)) - (G1 + G2) := by
    funext x
    unfold cumulantGen
    ring
  rw [e]
  exact (hasDerivAt_exp_pair G1 G2 χ).sub_const _
```

At \(\chi=0\) this is the current. Applying the rule again with \(A=G_1\) and \(B=2G_2\) gives the noise:
\[
K'(0)=G_1+2G_2,\qquad K''(0)=G_1+4G_2 .
\]
For the second derivative the proof needs \(K'\) as a function, not only its value at zero; `funext` provides that equality.

```lean
/-- The current weights each rate by the charge, the noise by the charge squared. -/
theorem current_and_noise (G1 G2 : ℝ) :
    current G1 G2 = G1 + 2 * G2 ∧ noise G1 G2 = G1 + 4 * G2 := by
  constructor
  · unfold current
    rw [(hasDerivAt_cumulantGen G1 G2 0).deriv, mul_zero, Real.exp_zero]
    ring
  · have e : deriv (cumulantGen G1 G2) =
        fun x => G1 * exp x + 2 * G2 * exp (2 * x) :=
      funext fun x => (hasDerivAt_cumulantGen G1 G2 x).deriv
    unfold noise
    rw [e, (hasDerivAt_exp_pair G1 (2 * G2) 0).deriv, mul_zero, Real.exp_zero]
    ring
```

## The prefactor cancels

With the Kondo rates,
\[
G_1+4G_2=c(a^2+9f^2),\qquad G_1+2G_2=c(a^2+5f^2),
\]
and therefore
\[
q=\frac{a^2+9f^2}{a^2+5f^2}.
\]
The proof establishes the two factorisations as `hn` and `hd`, then cancels \(c\).

```lean
/-- For `c > 0` the common prefactor of the rates drops out of the effective charge. -/
theorem kondoCharge_eq {c : ℝ} (hc : 0 < c) (a f : ℝ) :
    kondoCharge c a f = (a ^ 2 + 9 * f ^ 2) / (a ^ 2 + 5 * f ^ 2) := by
  unfold kondoCharge effectiveCharge
  rw [(current_and_noise _ _).1, (current_and_noise _ _).2]
  have hn : singleRate c a f + 4 * doubleRate c f = c * (a ^ 2 + 9 * f ^ 2) := by
    unfold singleRate doubleRate
    ring
  have hd : singleRate c a f + 2 * doubleRate c f = c * (a ^ 2 + 5 * f ^ 2) := by
    unfold singleRate doubleRate
    ring
  rw [hn, hd, mul_div_mul_left _ _ hc.ne']
```

The denominator is positive as soon as one amplitude is nonzero. This is the role of the hypothesis `¬(a = 0 ∧ f = 0)`: with both amplitudes zero there is no current, and Lean's value \(0/0=0\) would violate the lower bound.

```lean
/-- The weighted sum of squared amplitudes is positive when the amplitudes are not both
zero. -/
theorem weight_pos {a f : ℝ} (h : ¬(a = 0 ∧ f = 0)) : 0 < a ^ 2 + 5 * f ^ 2 := by
  rcases not_and_or.mp h with ha | hf
  · positivity
  · positivity
```

## From a charge to a ratio of amplitudes

Multiplying by the denominator gives \(a^2+9f^2=q(a^2+5f^2)\), and collecting terms gives
\[
a^2(q-1)=f^2(9-5q).
\]
Each step can be reversed, so the relation is an equivalence. In Lean, `div_eq_iff` clears the denominator and `linear_combination` collects the terms in both directions.

```lean
/-- For `c > 0` and amplitudes not both zero, the effective charge has the value `q` exactly
when the squared amplitudes satisfy `a² (q - 1) = f² (9 - 5 q)`. -/
theorem kondoCharge_eq_iff {c a f : ℝ} (hc : 0 < c) (h : ¬(a = 0 ∧ f = 0)) (q : ℝ) :
    kondoCharge c a f = q ↔ a ^ 2 * (q - 1) = f ^ 2 * (9 - 5 * q) := by
  rw [kondoCharge_eq hc, div_eq_iff (weight_pos h).ne']
  constructor
  · intro e
    linear_combination -e
  · intro e
    linear_combination -e
```

In an actual calculation, one subtracts the current from its perfect-transmission value to obtain the backscattered part, and divides the noise by it. Suppose the quotient is \(q=3/2\). Then \(a^2/2=3f^2/2\), so \(f^2/a^2=1/3\). The signs of the amplitudes and the value of \(c\) remain undetermined.

## Bounds and the Kondo value

The two bounds follow from differences that are visibly nonnegative:
\[
(a^2+9f^2)-(a^2+5f^2)=4f^2,\qquad
\tfrac95(a^2+5f^2)-(a^2+9f^2)=\tfrac45a^2 .
\]
At \(q=5/3\) the inversion relation reads \(\tfrac23a^2=\tfrac23f^2\), that is, \(a^2=f^2\). Physically, this condition describes the Kondo limit, where charge fluctuations on the dot are frozen out and, in the normalisation used here, both amplitudes have the same size, proportional to the inverse Kondo temperature. The theorem takes it as an equation between amplitudes and does not derive it. When it holds, \(G_1=G_2\), and the charge is \((1+4)/(1+2)\).

In the proof, the lemmas `le_div_iff₀` and `div_le_iff₀` clear the positive denominator, and `linarith` finishes from the sign of a square.

```lean
/-- For `c > 0` and amplitudes not both zero, the effective charge lies between 1 and 9/5, and it
equals 5/3 exactly when `a² = f²`. -/
theorem kondoCharge_bounds_and_fixed_point {c a f : ℝ} (hc : 0 < c)
    (h : ¬(a = 0 ∧ f = 0)) :
    1 ≤ kondoCharge c a f ∧ kondoCharge c a f ≤ 9 / 5 ∧
      (kondoCharge c a f = 5 / 3 ↔ a ^ 2 = f ^ 2) := by
  have hp := weight_pos h
  refine ⟨?_, ?_, ?_⟩
  · rw [kondoCharge_eq hc, le_div_iff₀ hp]
    linarith [sq_nonneg f]
  · rw [kondoCharge_eq hc, div_le_iff₀ hp]
    linarith [sq_nonneg a]
  · -- at q = 5/3 both weights in the inversion law equal 2/3
    rw [kondoCharge_eq_iff hc h]
    constructor <;> intro e <;> linarith
```

The endpoints identify the two pure cases. At \(q=1\) the inversion relation becomes \(0=4f^2\), so only elastic backscattering remains. At \(q=9/5\) it becomes \(\tfrac45a^2=0\), so only the interaction contributes.

```lean
/-- For `c > 0` and amplitudes not both zero, the effective charge is 1 exactly when the
interaction amplitude vanishes, and 9/5 exactly when the elastic amplitude vanishes. -/
theorem kondoCharge_extremes {c a f : ℝ} (hc : 0 < c) (h : ¬(a = 0 ∧ f = 0)) :
    (kondoCharge c a f = 1 ↔ f = 0) ∧ (kondoCharge c a f = 9 / 5 ↔ a = 0) := by
  rw [kondoCharge_eq_iff hc h, kondoCharge_eq_iff hc h]
  refine ⟨⟨fun e => ?_, fun e => ?_⟩, ⟨fun e => ?_, fun e => ?_⟩⟩
  · have hf : f ^ 2 = 0 := by linarith
    exact (pow_eq_zero_iff two_ne_zero).mp hf
  · rw [e]
    ring
  · have ha : a ^ 2 = 0 := by linarith
    exact (pow_eq_zero_iff two_ne_zero).mp ha
  · rw [e]
    ring
```

Every value in between also occurs if the amplitudes may be any real numbers. A specific dot can be more restricted: in the particle-hole symmetric Anderson model without a magnetic field, \(f^2\le a^2\), so the charge is at most 5/3. Given \(1\le q\le 9/5\), choose
\[
a=\sqrt{9-5q},\qquad f=\sqrt{q-1}.
\]
Both radicands are nonnegative, and they cannot vanish together, since that would require \(q=9/5\) and \(q=1\) at once. The inversion relation then holds identically. The Lean statement is an equality of sets for fixed \(c>0\), with `Set.Icc 1 (9 / 5)` denoting the closed interval; the opposite inclusion comes from the bounds.

```lean
/-- For fixed `c > 0`, the effective charges reached by amplitudes that are not both zero
are exactly the numbers from 1 to 9/5. -/
theorem kondoCharge_range {c : ℝ} (hc : 0 < c) :
    {q : ℝ | ∃ a f : ℝ, ¬(a = 0 ∧ f = 0) ∧ kondoCharge c a f = q} =
      Set.Icc 1 (9 / 5) := by
  ext q
  constructor
  · rintro ⟨a, f, h, rfl⟩
    have hb := kondoCharge_bounds_and_fixed_point hc h
    exact ⟨hb.1, hb.2.1⟩
  · rintro ⟨h1, h2⟩
    -- amplitudes read off from the inversion law
    have ha : √(9 - 5 * q) ^ 2 = 9 - 5 * q := Real.sq_sqrt (by linarith)
    have hf : √(q - 1) ^ 2 = q - 1 := Real.sq_sqrt (by linarith)
    have hne : ¬(√(9 - 5 * q) = 0 ∧ √(q - 1) = 0) := by
      rintro ⟨ea, ef⟩
      rw [ea] at ha
      rw [ef] at hf
      linarith
    refine ⟨√(9 - 5 * q), √(q - 1), hne, ?_⟩
    rw [kondoCharge_eq_iff hc hne, ha, hf]
    ring

end

end KondoBackscatteringCharge
```

```lean
#print axioms KondoBackscatteringCharge.kondoCharge_bounds_and_fixed_point
-- 'KondoBackscatteringCharge.kondoCharge_bounds_and_fixed_point' depends on axioms: [propext, Classical.choice, Quot.sound]
#print axioms KondoBackscatteringCharge.kondoCharge_extremes
-- 'KondoBackscatteringCharge.kondoCharge_extremes' depends on axioms: [propext, Classical.choice, Quot.sound]
#print axioms KondoBackscatteringCharge.kondoCharge_range
-- 'KondoBackscatteringCharge.kondoCharge_range' depends on axioms: [propext, Classical.choice, Quot.sound]
```

## The third cumulant

One more derivative, which the code does not take, weights each rate by the cube of the charge. The ratio of third cumulant to current is then
\[
\frac{G_1+8G_2}{G_1+2G_2}=\frac{a^2+17f^2}{a^2+5f^2},
\]
which equals 3 when \(a^2=f^2\neq0\).
